# Cleaning lemma for stabilizer codes on qudits of prime dimension: \(g(A)+g(A^c)=2k\)

Some of the qudits of a stabilizer code are lost or out of reach, and one wants to know which logical Pauli operators can still be applied using the others. If the code encodes \(k\) qudits in \(n\) qudits of the same prime dimension, the numbers of logical Pauli operators on a set \(A\) of qudits and on its complement \(A^c\), counted as independent modulo stabilizers, add up to \(2k\).

```lean
import Mathlib

open Module

namespace StabilizerCleaning

/-- Labels of the Pauli operators of `n` qudits of dimension `p`, up to phase: each qudit
carries an exponent of `X` and an exponent of `Z`. Qubits are the case `p = 2`. -/
abbrev PauliLabel (p n : ℕ) := Fin n → ZMod p × ZMod p

/-- The symplectic form on Pauli labels, which records the commutation phase of two Pauli
operators. -/
def symp (p n : ℕ) : LinearMap.BilinForm (ZMod p) (PauliLabel p n) :=
  LinearMap.mk₂ (ZMod p) (fun u v => ∑ i, ((u i).1 * (v i).2 - (u i).2 * (v i).1))
    (by
      intro u u' v
      simp only [Pi.add_apply, Prod.fst_add, Prod.snd_add, ← Finset.sum_add_distrib]
      exact Finset.sum_congr rfl fun i _ => by ring)
    (by
      intro c u v
      simp only [Pi.smul_apply, Prod.smul_fst, Prod.smul_snd, smul_eq_mul, Finset.mul_sum]
      exact Finset.sum_congr rfl fun i _ => by ring)
    (by
      intro u v v'
      simp only [Pi.add_apply, Prod.fst_add, Prod.snd_add, ← Finset.sum_add_distrib]
      exact Finset.sum_congr rfl fun i _ => by ring)
    (by
      intro c u v
      simp only [Pi.smul_apply, Prod.smul_fst, Prod.smul_snd, smul_eq_mul, Finset.mul_sum]
      exact Finset.sum_congr rfl fun i _ => by ring)

/-- The Pauli labels supported on the set `A` of qudits. -/
def supported (p : ℕ) {n : ℕ} (A : Finset (Fin n)) :
    Submodule (ZMod p) (PauliLabel p n) where
  carrier := {v | ∀ i ∉ A, v i = 0}
  add_mem' hu hv i hi := by rw [Pi.add_apply, hu i hi, hv i hi, add_zero]
  zero_mem' _ _ := rfl
  smul_mem' c v hv i hi := by rw [Pi.smul_apply, hv i hi, smul_zero]

variable {p n : ℕ}

/-- The labels of the Pauli operators that commute with every element of `W`. -/
def commutant (W : Submodule (ZMod p) (PauliLabel p n)) :
    Submodule (ZMod p) (PauliLabel p n) :=
  LinearMap.BilinForm.orthogonal (symp p n) W

/-- The number `g(A)` of independent logical operators on `A`: the dimension of the space of
labels supported on `A` that commute with `W`, modulo those lying in `W`. -/
noncomputable def logicalCount (W : Submodule (ZMod p) (PauliLabel p n))
    (A : Finset (Fin n)) : ℕ :=
  finrank (ZMod p) (↥(commutant W ⊓ supported p A) ⧸
    W.comap (commutant W ⊓ supported p A).subtype)

/-- The symplectic form is a sum of one contribution per qudit. -/
theorem symp_apply (u v : PauliLabel p n) :
    symp p n u v = ∑ i, ((u i).1 * (v i).2 - (u i).2 * (v i).1) := rfl

/-- Exchanging two Pauli operators reverses the sign of the symplectic form. -/
theorem symp_swap (u v : PauliLabel p n) : symp p n v u = -symp p n u v := by
  rw [symp_apply, symp_apply, ← Finset.sum_neg_distrib]
  exact Finset.sum_congr rfl fun i _ => by ring

/-- A Pauli operator commutes with all Pauli operators on `A` exactly when it is supported on
the complement of `A`. -/
theorem commutant_supported (A : Finset (Fin n)) :
    commutant (supported p A) = supported p Aᶜ := by
  ext v
  constructor
  · intro h i hi
    have hiA : i ∈ A := by simpa using hi
    -- test against the single-qudit operators on qudit `i`
    have key : ∀ a : ZMod p × ZMod p, a.1 * (v i).2 - a.2 * (v i).1 = 0 := by
      intro a
      have hmem : (Pi.single i a : PauliLabel p n) ∈ supported p A := by
        intro j hj
        have hne : j ≠ i := fun e => hj (e ▸ hiA)
        exact Pi.single_eq_of_ne hne _
      have h0 : symp p n (Pi.single i a) v = 0 := h _ hmem
      rw [symp_apply, Finset.sum_eq_single i] at h0
      · simpa using h0
      · intro j _ hj
        simp [Pi.single_eq_of_ne hj]
      · simp
    have hx := key (1, 0)
    have hz := key (0, 1)
    exact Prod.ext (by simpa using hz) (by simpa using hx)
  · intro h w hw
    have h' : ∀ i ∉ Aᶜ, v i = 0 := h
    have hw' : ∀ i ∉ A, w i = 0 := hw
    change symp p n w v = 0
    rw [symp_apply]
    refine Finset.sum_eq_zero fun i _ => ?_
    by_cases hi : i ∈ A
    · simp [h' i (by simpa using hi)]
    · simp [hw' i hi]

/-- Commuting with a sum of two spaces means commuting with both of them. -/
theorem commutant_sup (W U : Submodule (ZMod p) (PauliLabel p n)) :
    commutant (W ⊔ U) = commutant W ⊓ commutant U := by
  ext v
  constructor
  · intro h
    exact ⟨fun w hw => h w (Submodule.mem_sup_left hw),
      fun u hu => h u (Submodule.mem_sup_right hu)⟩
  · rintro ⟨h1, h2⟩ x hx
    obtain ⟨w, hw, u, hu, rfl⟩ := Submodule.mem_sup.1 hx
    have e1 : symp p n w v = 0 := h1 w hw
    have e2 : symp p n u v = 0 := h2 u hu
    change symp p n (w + u) v = 0
    rw [map_add, LinearMap.add_apply, e1, e2, add_zero]

variable [Fact p.Prime]

/-- For prime `p`, the dimensions of a space of Pauli labels and of its commutant add up
to `2n`. -/
theorem finrank_add_commutant (W : Submodule (ZMod p) (PauliLabel p n)) :
    finrank (ZMod p) W + finrank (ZMod p) (commutant W) = 2 * n := by
  have hrefl : (symp p n).IsRefl := fun u v h => by rw [symp_swap, h, neg_zero]
  -- only the identity commutes with everything
  have htop : LinearMap.BilinForm.orthogonal (symp p n) ⊤ = ⊥ := by
    rw [eq_bot_iff]
    intro v hv
    have h : v ∈ commutant (supported p Finset.univ) := fun w _ => hv w trivial
    rw [commutant_supported] at h
    exact (Submodule.mem_bot _).2 (funext fun i => h i (by simp))
  have hV : finrank (ZMod p) (PauliLabel p n) = 2 * n := by
    rw [Module.finrank_pi_fintype]
    simp only [Module.finrank_prod, Module.finrank_self, Finset.sum_const,
      Finset.card_univ, Fintype.card_fin, smul_eq_mul]
    omega
  have h := LinearMap.BilinForm.finrank_add_finrank_orthogonal hrefl W
  rw [htop, inf_bot_eq, finrank_bot, hV, add_zero] at h
  exact h

/-- For prime `p` and isotropic `W`, `g(A)` is the dimension of the part of the commutant
supported on `A` minus the dimension of the part of `W` supported on `A`. -/
theorem logicalCount_add {W : Submodule (ZMod p) (PauliLabel p n)} (hW : W ≤ commutant W)
    (A : Finset (Fin n)) :
    logicalCount W A + finrank (ZMod p) ↥(W ⊓ supported p A) =
      finrank (ZMod p) ↥(commutant W ⊓ supported p A) := by
  have hinf : (commutant W ⊓ supported p A) ⊓ W = W ⊓ supported p A :=
    le_antisymm (fun v hv => ⟨hv.2, hv.1.2⟩) (fun v hv => ⟨⟨hW hv.1, hv.2⟩, hv.1⟩)
  have h := Submodule.finrank_quotient_add_finrank
    (W.comap (commutant W ⊓ supported p A).subtype)
  rw [← Submodule.finrank_map_subtype_eq, Submodule.map_comap_subtype, hinf] at h
  exact h

/-- **Cleaning lemma.** For a stabilizer code on `n` qudits of prime dimension, given by an
isotropic `W` of dimension `n - k`, the numbers of independent logical operators on `A` and on
its complement add up to `2k`. -/
theorem cleaning_lemma {W : Submodule (ZMod p) (PauliLabel p n)} {k : ℕ}
    (hW : W ≤ commutant W) (hk : finrank (ZMod p) W + k = n) (A : Finset (Fin n)) :
    logicalCount W A + logicalCount W Aᶜ = 2 * k := by
  -- the commutant of `W + V_B` is the part of the commutant of `W` supported off `B`
  have key : ∀ B : Finset (Fin n),
      finrank (ZMod p) W + finrank (ZMod p) (supported p B) +
        finrank (ZMod p) ↥(commutant W ⊓ supported p Bᶜ) =
      2 * n + finrank (ZMod p) ↥(W ⊓ supported p B) := by
    intro B
    have h1 := finrank_add_commutant (W ⊔ supported p B)
    rw [commutant_sup, commutant_supported] at h1
    have h2 := Submodule.finrank_sup_add_finrank_inf_eq W (supported p B)
    omega
  have h1 := key A
  have h2 := key Aᶜ
  rw [compl_compl] at h2
  have h3 := finrank_add_commutant (supported p A)
  rw [commutant_supported] at h3
  have h4 := logicalCount_add hW A
  have h5 := logicalCount_add hW Aᶜ
  omega

/-- For prime `p` and isotropic `W`, if every Pauli operator on `A` that commutes with `W` lies
in `W`, then any `v` commuting with `W` can be changed by an element of `W` into one that still
commutes with `W` and is supported off `A`. -/
theorem clean_logical_operator {W : Submodule (ZMod p) (PauliLabel p n)}
    (hW : W ≤ commutant W) {A : Finset (Fin n)} (hA : commutant W ⊓ supported p A ≤ W)
    {v : PauliLabel p n} (hv : v ∈ commutant W) :
    ∃ w ∈ W, v - w ∈ commutant W ⊓ supported p Aᶜ := by
  -- the double commutant of `X` is `X`
  have hdouble : ∀ X : Submodule (ZMod p) (PauliLabel p n),
      X = commutant (commutant X) := by
    intro X
    refine Submodule.eq_of_le_of_finrank_eq (fun x hx y hy => ?_) ?_
    · have h : symp p n x y = 0 := hy x hx
      change symp p n y x = 0
      rw [symp_swap, h, neg_zero]
    · have h1 := finrank_add_commutant X
      have h2 := finrank_add_commutant (commutant X)
      omega
  have hmem : v ∈ W ⊔ supported p Aᶜ := by
    rw [hdouble (W ⊔ supported p Aᶜ), commutant_sup, commutant_supported, compl_compl]
    intro x hx
    have h : symp p n x v = 0 := hv x (hA hx)
    exact h
  obtain ⟨w, hw, u, hu, rfl⟩ := Submodule.mem_sup.1 hmem
  refine ⟨w, hw, Submodule.sub_mem _ hv (hW hw), ?_⟩
  rw [add_sub_cancel_left]
  exact hu

/-- The stabilizer labels of the four-qubit code: the same Pauli label on all four qubits. -/
def fourQubitCode : Submodule (ZMod 2) (PauliLabel 2 4) :=
  LinearMap.range (LinearMap.pi fun _ : Fin 4 =>
    (LinearMap.id : (ZMod 2 × ZMod 2) →ₗ[ZMod 2] (ZMod 2 × ZMod 2)))

/-- The four-qubit code is isotropic of dimension `4 - 2`, and every Pauli operator on its first
qubit that commutes with the stabilizers is a stabilizer. -/
theorem cleaning_witness :
    fourQubitCode ≤ commutant fourQubitCode ∧
    finrank (ZMod 2) fourQubitCode + 2 = 4 ∧
    commutant fourQubitCode ⊓ supported 2 {0} ≤ fourQubitCode := by
  refine ⟨?_, ?_, ?_⟩
  · rintro _ ⟨c, rfl⟩ _ ⟨d, rfl⟩
    change ∑ _i : Fin 4, (d.1 * c.2 - d.2 * c.1) = 0
    rw [Finset.sum_const, Finset.card_univ, Fintype.card_fin, nsmul_eq_mul,
      show ((4 : ℕ) : ZMod 2) = 0 by decide, zero_mul]
  · have h : finrank (ZMod 2) fourQubitCode = finrank (ZMod 2) (ZMod 2 × ZMod 2) :=
      LinearMap.finrank_range_of_inj fun a b hab => congrFun hab 0
    rw [h, Module.finrank_prod, Module.finrank_self]
  · rintro v ⟨hc, hs⟩
    have hs' : ∀ i ∉ ({0} : Finset (Fin 4)), v i = 0 := hs
    have h1 : v 1 = 0 := hs' 1 (by decide)
    have h2 : v 2 = 0 := hs' 2 (by decide)
    have h3 : v 3 = 0 := hs' 3 (by decide)
    -- commuting with `XXXX` and `ZZZZ` leaves only the identity on the first qubit
    have hx : symp 2 4 (fun _ => (1, 0)) v = 0 := hc _ ⟨(1, 0), rfl⟩
    have hz : symp 2 4 (fun _ => (0, 1)) v = 0 := hc _ ⟨(0, 1), rfl⟩
    simp [symp_apply, Fin.sum_univ_four, h1, h2, h3] at hx hz
    have h0 : v 0 = 0 := Prod.ext hz hx
    have hv : v = 0 := by
      funext i
      fin_cases i
      exacts [h0, h1, h2, h3]
    rw [hv]
    exact Submodule.zero_mem _

end StabilizerCleaning
```

```lean
#print axioms StabilizerCleaning.cleaning_lemma
-- 'StabilizerCleaning.cleaning_lemma' depends on axioms: [propext, Classical.choice, Quot.sound]
#print axioms StabilizerCleaning.clean_logical_operator
-- 'StabilizerCleaning.clean_logical_operator' depends on axioms: [propext, Classical.choice, Quot.sound]
```

## Codes as spaces of Pauli labels

Up to phase, a Pauli operator on \(n\) qudits is fixed by its exponents of \(X\) and \(Z\) on each qudit, so its label is a vector \(v\) with entries \(v_i=(x_i,z_i)\) in \(\mathbb Z/p\times\mathbb Z/p\). This is `PauliLabel p n`; qubits have \(p=2\). Multiplying operators adds labels. For labels \(u\) and \(v\), with \(u_i=(x_i,z_i)\) and \(v_i=(x'_i,z'_i)\), the form `symp` is
\[
\omega(u,v)=\sum_i (x_i z'_i-z_i x'_i),
\]
and the two operators commute exactly when it vanishes.

The stabilizer group becomes a subspace \(W\). Its `commutant` is the symplectic complement \(W^\perp\), and `W ≤ commutant W` says that \(W\) is isotropic: the stabilizers commute with one another. The subspace `supported p A`, written \(V_A\) below, holds the labels that vanish off \(A\).

A logical operator commutes with all stabilizers, and two that differ by a stabilizer act alike on the code. Accordingly, `logicalCount W A`, or \(g(A)\), is the dimension of \(W^\perp\cap V_A\) modulo its elements in \(W\). It counts independent generators, not operators.

The theorem `cleaning_lemma` assumes that \(p\) is prime, which makes \(\mathbb Z/p\) a field, that \(W\) is isotropic, and that \(\dim W+k=n\). It concludes \(g(A)+g(A^c)=2k\) for every \(A\).

The step left to the reader is the passage from labels to operators on a Hilbert space: choosing phases for the stabilizers and identifying their joint eigenspace as a code of dimension \(p^k\).

## Counting dimensions on \(A\) and its complement

**The commutant of \(V_A\) is \(V_{A^c}\).** If \(v\) vanishes on \(A\), every term of \(\omega(u,v)\) with \(u\in V_A\) has a zero factor. Conversely, for \(i\in A\), commuting with \(X\) on qudit \(i\) forces the \(Z\) exponent of \(v_i\) to vanish, and commuting with \(Z\) forces the \(X\) exponent to vanish. In `commutant_supported` these tests are the labels `Pi.single i a`.

**Complementary dimensions.** Taking \(A\) to be all qudits shows that only the zero label commutes with everything, so \(\omega\) is nondegenerate. The conditions \(\omega(w,v)=0\), with \(w\) running through a basis of \(W\), are therefore independent, and
\[
\dim W+\dim W^\perp=2n .
\]
This is `finrank_add_commutant`.

**Operators on one side.** Commuting with a sum of spaces means commuting with both (`commutant_sup`), so \((W+V_B)^\perp=W^\perp\cap V_{B^c}\) for any set \(B\). Since \(\dim(W+V_B)=\dim W+\dim V_B-\dim(W\cap V_B)\),
\[
\dim(W^\perp\cap V_{B^c})=2n-\dim W-\dim V_B+\dim(W\cap V_B).
\]
This is `key` in the main proof, with the negative terms moved across.

**Adding the two sides.** Isotropy gives \(W^\perp\cap V_A\cap W=W\cap V_A\), hence
\[
g(A)=\dim(W^\perp\cap V_A)-\dim(W\cap V_A),
\]
which is `logicalCount_add`. Insert the previous formula with \(B=A^c\) for \(g(A)\) and with \(B=A\) for \(g(A^c)\). The intersections with \(W\) cancel in the sum, and \(\dim V_A+\dim V_{A^c}=2n\), so
\[
g(A)+g(A^c)=4n-2\dim W-2n=2(n-\dim W)=2k .
\]
In Lean, `omega` does this last piece of arithmetic.

## Moving a logical operator off \(A\)

Suppose that every logical operator on \(A\) is a stabilizer, so that \(W^\perp\cap V_A\subseteq W\). By `clean_logical_operator`, any logical operator can then be multiplied by a stabilizer so that it acts only on \(A^c\). In quantum error correction, for stabilizer codes on finitely many qudits of prime dimension, this means that the logical Pauli operators remain available without touching \(A\).

For the proof, note that every subspace is contained in the commutant of its commutant, and the dimension formula applied twice gives equality. A label \(v\in W^\perp\) commutes with \(W\), hence with \(W^\perp\cap V_A=(W+V_{A^c})^\perp\). So \(v\in W+V_{A^c}\), that is, \(v=w+u\) with \(w\in W\) and \(u\in V_{A^c}\). The cleaned label is \(u=v-w\), which lies in \(W^\perp\) because \(v\) and \(w\) both do.

The four-qubit code with stabilizers \(IIII\), \(XXXX\), \(YYYY\), \(ZZZZ\) is an example with \(k=2\). By `cleaning_witness`, it meets these conditions when \(A\) is its first qubit, numbered `0`: a Pauli operator there that commutes with both \(XXXX\) and \(ZZZZ\) is the identity up to phase.
